# ⟨S²⟩ of a Slater determinant with different orbitals for different spins

Q: Put one α electron in a normalised orbital $a$ and one β electron in a normalised orbital $b$. Where can the overlap $\langle a,b\rangle$ enter $\langle S^2\rangle$, if opposite spins are orthogonal?

A: Through spin exchange. The state is $\Psi=[a\alpha(1)\,b\beta(2)-b\beta(1)\,a\alpha(2)]/\sqrt2$, and for two electrons $S^2=1+P$ in units of $\hbar^2$, where $P$ swaps the spins. Then $P\Psi=[a\beta(1)\,b\alpha(2)-b\alpha(1)\,a\beta(2)]/\sqrt2$. Only the two cross terms of $\langle\Psi,P\Psi\rangle$ survive, each equal to $-|\langle a,b\rangle|^2/2$, so $\langle S^2\rangle=1-|\langle a,b\rangle|^2$.

For orthonormal $a_1,\dots,a_p$ with α spin and orthonormal $b_1,\dots,b_q$ with β spin, the general result is
$$\langle S^2\rangle=\Big(\frac{p-q}{2}\Big)^2+\frac{p+q}{2}-\sum_{i,j}|\langle a_i,b_j\rangle|^2 .$$

Q: What is a many-electron state in the Lean version?

A: A complex function of all electron coordinates. The type does not impose the antisymmetry that electrons require; the Slater determinant supplies it. `Y` is the finite set of one-electron coordinates, later `X × Fin 2` for space and spin. The type `ι` labels both orbitals and electrons, which only fixes their number: the determinant still sums over all assignments of electrons to orbitals.

```lean
import Mathlib

open Matrix Finset
open scoped Kronecker

noncomputable section

namespace UnrestrictedDeterminantSpin

variable {ι Y X : Type*} [Fintype ι] [DecidableEq ι] [Fintype Y] [Fintype X] [DecidableEq X]

/-- The normalisation factor `1/√(N!)`. -/
def slaterNorm (N : ℕ) : ℂ := (((√(N.factorial : ℝ))⁻¹ : ℝ) : ℂ)

/-- The Slater determinant `det φ_i(x_j) / √(N!)`; `ι` labels both orbitals and electrons. -/
def slater (φ : ι → Y → ℂ) (x : ι → Y) : ℂ :=
  slaterNorm (Fintype.card ι) * det (of fun i j => φ i (x j))
```

A one-body operator sums a matrix $A$ over the electrons, and `matEl A u v` is $\langle u|A|v\rangle$, conjugate-linear in `u`.

```lean
/-- The sum over all electrons of the one-electron operator `A`. -/
def oneBody (A : Matrix Y Y ℂ) (Ψ : (ι → Y) → ℂ) (x : ι → Y) : ℂ :=
  ∑ i, ∑ y, A (x i) y * Ψ (Function.update x i y)

/-- The one-electron matrix element `⟨u|A|v⟩`. -/
def matEl (A : Matrix Y Y ℂ) (u v : Y → ℂ) : ℂ := star u ⬝ᵥ (A *ᵥ v)
```

Q: How does such an operator act on a determinant?

A: It replaces one orbital at a time. Let $M_{ij}=\varphi_i(x_j)$. Moving electron $i$ changes column $i$; replacing orbital $k$ changes row $k$. Cofactor expansion turns both sides into $\sum_{i,k}\mathrm{adj}(M)_{ik}(A\varphi_k)(x_i)$, up to the common normalisation. These are `hcol` and `hrow`.

```lean
/-- A one-body operator acts on a Slater determinant by replacing one orbital at a time. -/
theorem oneBody_slater (A : Matrix Y Y ℂ) (φ : ι → Y → ℂ) :
    oneBody A (slater φ) = ∑ k, slater (Function.update φ k (A *ᵥ φ k)) := by
  funext x
  let M : Matrix ι ι ℂ := of fun i j => φ i (x j)
  -- moving electron i changes column i, replacing orbital k changes row k
  have hcol : ∀ i y, det (of fun k j => φ k (Function.update x i y j))
      = ∑ k, M.adjugate i k * φ k y := by
    intro i y
    have e : (of fun k j => φ k (Function.update x i y j) : Matrix ι ι ℂ)
        = M.updateCol i (fun k => φ k y) := by
      ext k j
      by_cases h : j = i <;> simp [M, h]
    rw [e, ← cramer_apply, cramer_eq_adjugate_mulVec]
    rfl
  have hrow : ∀ k, det (of fun i j => Function.update φ k (A *ᵥ φ k) i (x j))
      = ∑ i, M.adjugate i k * (A *ᵥ φ k) (x i) := by
    intro k
    have e : (of fun i j => Function.update φ k (A *ᵥ φ k) i (x j) : Matrix ι ι ℂ)
        = M.updateRow k (fun i => (A *ᵥ φ k) (x i)) := by
      ext i j
      by_cases h : i = k <;> simp [M, h, updateRow_apply]
    rw [e, ← cramer_transpose_apply, cramer_eq_adjugate_mulVec, ← adjugate_transpose]
    rfl
  simp only [oneBody, slater, Finset.sum_apply, hcol, hrow]
  simp only [mulVec, dotProduct, mul_sum]
  refine (sum_congr rfl fun i _ => sum_comm).trans (sum_comm.trans ?_)
  exact sum_congr rfl fun k _ => sum_congr rfl fun i _ => sum_congr rfl fun y _ => by ring
```

Q: And the norm?

A: Let $G_{ij}=\langle\varphi_i,\chi_j\rangle$. Expand the first determinant over permutations $\sigma$. Summing over coordinates, each term gives $\mathrm{sgn}(\sigma)^2\det G=\det G$ (`key` and `hs`). There are $N!$ of them, which cancels the prefactor $1/N!$. Orthonormal orbitals therefore give norm 1.

```lean
/-- The inner product of two Slater determinants is the determinant of their orbital overlaps. -/
theorem slater_inner (φ χ : ι → Y → ℂ) :
    star (slater φ) ⬝ᵥ slater χ = det (of fun i j => star (φ i) ⬝ᵥ χ j) := by
  let G : Matrix ι ι ℂ := of fun i j => star (φ i) ⬝ᵥ χ j
  let c := slaterNorm (Fintype.card ι)
  have hc : star c = c := Complex.conj_ofReal _
  have hcc : c * c * ((Fintype.card ι).factorial : ℂ) = 1 := by
    have hF : (0 : ℝ) < ((Fintype.card ι).factorial : ℝ) := by positivity
    have h : (√((Fintype.card ι).factorial : ℝ))⁻¹ * (√((Fintype.card ι).factorial : ℝ))⁻¹
        * ((Fintype.card ι).factorial : ℝ) = 1 := by
      rw [← mul_inv, Real.mul_self_sqrt hF.le, inv_mul_cancel₀ hF.ne']
    simp only [c, slaterNorm]
    exact_mod_cast h
  -- every permutation in the first determinant contributes equally
  have key : ∀ σ : Equiv.Perm ι, ∑ x : ι → Y, (∏ i, star (φ (σ i) (x i))) *
      det (of fun i j => χ i (x j)) = ((Equiv.Perm.sign σ : ℤ) : ℂ) * G.det := by
    intro σ
    have hG : ((Equiv.Perm.sign σ : ℤ) : ℂ) * G.det
        = det (of fun j i => star (φ (σ i)) ⬝ᵥ χ j) := by
      rw [← det_permute, ← det_transpose]
      rfl
    rw [hG]
    simp_rw [det_apply', mul_sum]
    rw [sum_comm]
    refine sum_congr rfl fun τ _ => ?_
    simp only [of_apply, dotProduct, Pi.star_apply]
    rw [prod_univ_sum, Fintype.piFinset_univ, mul_sum]
    refine sum_congr rfl fun x _ => ?_
    rw [prod_mul_distrib]
    ring
  have hs : ∀ σ : Equiv.Perm ι, ((Equiv.Perm.sign σ : ℤ) : ℂ) *
      (((Equiv.Perm.sign σ : ℤ) : ℂ) * G.det) = G.det := by
    intro σ
    rw [← mul_assoc, ← Int.cast_mul, ← Units.val_mul, Int.units_mul_self]
    simp
  calc star (slater φ) ⬝ᵥ slater χ
      = c * c * ∑ x : ι → Y, ∑ σ : Equiv.Perm ι, ((Equiv.Perm.sign σ : ℤ) : ℂ) *
          ((∏ i, star (φ (σ i) (x i))) * det (of fun i j => χ i (x j))) := by
        rw [dotProduct, mul_sum]
        refine sum_congr rfl fun x _ => ?_
        have h : star (slater φ x) = c * ∑ σ : Equiv.Perm ι,
            ((Equiv.Perm.sign σ : ℤ) : ℂ) * ∏ i, star (φ (σ i) (x i)) := by
          rw [slater, star_mul', det_apply', star_sum, show star (slaterNorm _) = c from hc]
          simp only [star_mul', star_prod, star_intCast, of_apply]
        rw [Pi.star_apply, h, show slater χ x = c * det (of fun i j => χ i (x j)) from rfl]
        simp only [mul_sum, sum_mul]
        exact sum_congr rfl fun σ _ => by ring
    _ = c * c * ∑ _σ : Equiv.Perm ι, G.det := by
        rw [sum_comm]
        congr 1
        exact sum_congr rfl fun σ _ => by rw [← mul_sum, key, hs]
    _ = G.det := by
        rw [sum_const, card_univ, Fintype.card_perm, nsmul_eq_mul, ← mul_assoc, hcc, one_mul]
```

Q: $S^2$ contains two-electron terms. Where do they come from?

A: From applying one-body operators twice. Take orthonormal orbitals $\varphi_i$ and write $A_{ij}=\langle\varphi_i|A|\varphi_j\rangle$, and likewise for $B$ and for the product $BA$. Replace orbital $k$ using $A$, then orbital $l$ using $B$. The overlap matrix with the original determinant is the identity with the affected columns changed. For $l\ne k$ its determinant is $A_{kk}B_{ll}-A_{lk}B_{kl}$. Lean gets this by writing the matrix as $1+UV$ and using $\det(1+UV)=\det(1+VU)$, which is two-by-two.

```lean
/-- The determinant of the identity with two different columns `k`, `l` replaced by `v`, `w`. -/
theorem det_two_columns {k l : ι} (h : k ≠ l) (v w : ι → ℂ) :
    det (of fun i j => if j = l then w i else if j = k then v i else (1 : Matrix ι ι ℂ) i j)
      = v k * w l - v l * w k := by
  let U : Matrix ι (Fin 2) ℂ := of fun i c =>
    if c = 0 then v i - (1 : Matrix ι ι ℂ) i k else w i - (1 : Matrix ι ι ℂ) i l
  let V : Matrix (Fin 2) ι ℂ := of fun c j =>
    if c = 0 then (1 : Matrix ι ι ℂ) k j else (1 : Matrix ι ι ℂ) l j
  have e : (of fun i j => if j = l then w i else if j = k then v i
      else (1 : Matrix ι ι ℂ) i j) = 1 + U * V := by
    ext i j
    by_cases hl : j = l
    · simp [U, V, Matrix.mul_apply, Fin.sum_univ_two, hl, one_apply_ne h]
    · by_cases hk : j = k
      · simp [U, V, Matrix.mul_apply, hk, h, one_apply_ne h.symm]
      · simp [U, V, Matrix.mul_apply, hl, hk, one_apply_ne (Ne.symm hl),
          one_apply_ne (Ne.symm hk)]
  -- reduce to a two-by-two determinant
  rw [e, det_one_add_mul_comm, det_fin_two]
  simp [U, V, Matrix.mul_apply, one_apply, h, h.symm]
  ring
```

For $l=k$ the determinant is $(BA)_{kk}$. The difference above vanishes at $l=k$, so both sums can run freely. With $\hat A$ and $\hat B$ for the sums of $A$ and $B$ over all electrons,
$$\langle\hat B\hat A\rangle=\sum_k(BA)_{kk}+\sum_kA_{kk}\sum_lB_{ll}-\sum_{k,l}A_{lk}B_{kl}.$$

```lean
/-- For orthonormal orbitals, the mean of a product of two one-body operators is the one-electron
term plus the product of the two means minus the exchange term. -/
theorem oneBody_mul_expectation (A B : Matrix Y Y ℂ) (φ : ι → Y → ℂ)
    (hφ : ∀ i j, star (φ i) ⬝ᵥ φ j = if i = j then 1 else 0) :
    star (slater φ) ⬝ᵥ oneBody B (oneBody A (slater φ)) =
      ∑ k, matEl (B * A) (φ k) (φ k)
        + (∑ k, matEl A (φ k) (φ k)) * (∑ l, matEl B (φ l) (φ l))
        - ∑ k, ∑ l, matEl A (φ l) (φ k) * matEl B (φ k) (φ l) := by
  have hds : ∀ (Φ : (ι → Y) → ℂ) (f : ι → (ι → Y) → ℂ),
      Φ ⬝ᵥ ∑ k, f k = ∑ k, Φ ⬝ᵥ f k := by
    intro Φ f
    simp only [dotProduct, Finset.sum_apply, mul_sum]
    exact sum_comm
  have hadd : ∀ f : ι → (ι → Y) → ℂ, oneBody B (∑ k, f k) = ∑ k, oneBody B (f k) := by
    intro f
    funext x
    simp only [oneBody, Finset.sum_apply, mul_sum]
    exact (sum_congr rfl fun i _ => sum_comm).trans sum_comm
  rw [oneBody_slater, hadd, hds, add_sub_assoc, sum_mul_sum, ← sum_sub_distrib,
    ← sum_add_distrib]
  refine sum_congr rfl fun k _ => ?_
  rw [oneBody_slater, hds, ← sum_sub_distrib]
  have term : ∀ l, star (slater φ) ⬝ᵥ slater (Function.update (Function.update φ k (A *ᵥ φ k)) l
      (B *ᵥ Function.update φ k (A *ᵥ φ k) l)) =
      (if l = k then matEl (B * A) (φ k) (φ k) else 0) + (matEl A (φ k) (φ k) *
        matEl B (φ l) (φ l) - matEl A (φ l) (φ k) * matEl B (φ k) (φ l)) := by
    intro l
    rw [slater_inner]
    by_cases h : l = k
    · -- the same orbital is replaced twice
      rw [h]
      have e : (of fun i j => star (φ i) ⬝ᵥ Function.update (Function.update φ k (A *ᵥ φ k)) k
          (B *ᵥ Function.update φ k (A *ᵥ φ k) k) j : Matrix ι ι ℂ)
          = (1 : Matrix ι ι ℂ).updateCol k (fun i => matEl (B * A) (φ i) (φ k)) := by
        ext i j
        by_cases hj : j = k <;> simp [hj, matEl, hφ, one_apply]
      rw [e, ← cramer_apply, cramer_one]
      simp
    · -- two different orbitals are replaced
      have e : (of fun i j => star (φ i) ⬝ᵥ Function.update (Function.update φ k (A *ᵥ φ k)) l
          (B *ᵥ Function.update φ k (A *ᵥ φ k) l) j : Matrix ι ι ℂ)
          = of fun i j => if j = l then matEl B (φ i) (φ l) else
            if j = k then matEl A (φ i) (φ k) else (1 : Matrix ι ι ℂ) i j := by
        ext i j
        by_cases hl : j = l
        · simp [hl, h, matEl]
        · by_cases hk : j = k
          · simp [hk, Ne.symm h, matEl]
          · simp [hl, hk, hφ, one_apply]
      rw [e]
      refine (det_two_columns (Ne.symm h) (fun i => matEl A (φ i) (φ k))
        (fun i => matEl B (φ i) (φ l))).trans ?_
      simp [h]
  rw [sum_congr rfl fun l _ => term l, sum_add_distrib]
  congr 1
  simp
```

Q: Is the spin operator the usual one?

A: Yes. `spinMat` holds half the Pauli matrices, indexed 0, 1, 2 for $x,y,z$; spin index 0 is α and 1 is β. `spinSq` squares each total component and adds the results, so the cross terms between electrons are included.

```lean
/-- The spin orbital with spatial part `u` and spin `τ` (`0` for alpha, `1` for beta). -/
def spinOrb (u : X → ℂ) (τ : Fin 2) : X × Fin 2 → ℂ := fun y => if y.2 = τ then u y.1 else 0

/-- The spin matrices `s_x, s_y, s_z` of one electron, in units of `ħ`. -/
def spinMat : Fin 3 → Matrix (Fin 2) (Fin 2) ℂ :=
  ![!![0, 1/2; 1/2, 0], !![0, -Complex.I/2; Complex.I/2, 0], !![1/2, 0; 0, -1/2]]

/-- The total spin operator `S² = S_x² + S_y² + S_z²`. -/
def spinSq (Ψ : (ι → X × Fin 2) → ℂ) : (ι → X × Fin 2) → ℂ :=
  ∑ c, oneBody ((1 : Matrix X X ℂ) ⊗ₖ spinMat c) (oneBody ((1 : Matrix X X ℂ) ⊗ₖ spinMat c) Ψ)

/-- The occupied spin orbitals `a_i` alpha and `b_j` beta. -/
def orbitals {p q : ℕ} (a : Fin p → X → ℂ) (b : Fin q → X → ℂ) :
    Fin p ⊕ Fin q → X × Fin 2 → ℂ :=
  Sum.elim (fun i => spinOrb (a i) 0) (fun j => spinOrb (b j) 1)
```

For a spin matrix $S$, matrix elements factorise as $S_{\sigma\tau}\langle u,v\rangle$. Taking $S=1$ shows that the combined spin orbitals are orthonormal, whatever the overlaps between the $a_i$ and the $b_j$.

```lean
/-- A matrix element of a pure spin operator is its spin entry times the spatial overlap. -/
theorem matEl_spin (S : Matrix (Fin 2) (Fin 2) ℂ) (u v : X → ℂ) (σ τ : Fin 2) :
    matEl ((1 : Matrix X X ℂ) ⊗ₖ S) (spinOrb u σ) (spinOrb v τ) = S σ τ * (star u ⬝ᵥ v) := by
  have h1 : ∀ r s, star (spinOrb u σ) (r, s) = if s = σ then star (u r) else 0 := by
    intro r s
    by_cases h : s = σ <;> simp [spinOrb, h]
  have h2 : ∀ r s, (((1 : Matrix X X ℂ) ⊗ₖ S) *ᵥ spinOrb v τ) (r, s) = S s τ * v r := by
    intro r s
    simp [mulVec, dotProduct, Fintype.sum_prod_type, spinOrb, one_apply]
  simp only [matEl, dotProduct, Fintype.sum_prod_type, h1, h2, ite_mul, zero_mul,
    sum_ite_eq', mem_univ, if_true, mul_sum]
  exact sum_congr rfl fun r _ => by rw [Pi.star_apply]; ring

/-- If the `a_i` are orthonormal and the `b_j` are orthonormal, so are the spin orbitals. -/
theorem orbitals_orthonormal {p q : ℕ} (a : Fin p → X → ℂ) (b : Fin q → X → ℂ)
    (ha : ∀ i j, star (a i) ⬝ᵥ a j = if i = j then 1 else 0)
    (hb : ∀ i j, star (b i) ⬝ᵥ b j = if i = j then 1 else 0) (k l : Fin p ⊕ Fin q) :
    star (orbitals a b k) ⬝ᵥ orbitals a b l = if k = l then 1 else 0 := by
  have ho : ∀ (u v : X → ℂ) (σ τ : Fin 2), star (spinOrb u σ) ⬝ᵥ spinOrb v τ
      = (1 : Matrix (Fin 2) (Fin 2) ℂ) σ τ * (star u ⬝ᵥ v) := by
    intro u v σ τ
    have h := matEl_spin 1 u v σ τ
    rwa [matEl, one_kronecker_one, one_mulVec] at h
  rcases k with i | i <;> rcases l with j | j <;> simp [orbitals, ho, ha, hb]
```

Now set $A=B=1\otimes S$ and write $t=S_{01}S_{10}$, $\Sigma=\sum_{i,j}|\langle a_i,b_j\rangle|^2$. The three contributions are

- one-electron: $pS_{00}^2+qS_{11}^2+(p+q)t$;
- product of means: $(pS_{00}+qS_{11})^2$;
- exchange, subtracted: $pS_{00}^2+qS_{11}^2+2t\Sigma$.

The separate diagonal squares cancel, leaving $(p+q)t+(pS_{00}+qS_{11})^2-2t\Sigma$. In Lean, `diag` supplies the same-spin exchange, `hab` and `hba` the opposite-spin exchange.

```lean
/-- The mean square of a total spin component with one-electron matrix `S`, in the determinant
of orthonormal `a_i` alpha and orthonormal `b_j` beta. -/
theorem spin_component_sq {p q : ℕ} (a : Fin p → X → ℂ) (b : Fin q → X → ℂ)
    (ha : ∀ i j, star (a i) ⬝ᵥ a j = if i = j then 1 else 0)
    (hb : ∀ i j, star (b i) ⬝ᵥ b j = if i = j then 1 else 0) (S : Matrix (Fin 2) (Fin 2) ℂ) :
    star (slater (orbitals a b)) ⬝ᵥ oneBody ((1 : Matrix X X ℂ) ⊗ₖ S)
      (oneBody ((1 : Matrix X X ℂ) ⊗ₖ S) (slater (orbitals a b))) =
    (p + q) * (S 0 1 * S 1 0) + (p * S 0 0 + q * S 1 1) ^ 2
      - 2 * (S 0 1 * S 1 0) * ∑ i, ∑ j, ((‖star (a i) ⬝ᵥ b j‖ ^ 2 : ℝ) : ℂ) := by
  have hov : ∀ u v : X → ℂ, (star v ⬝ᵥ u) * (star u ⬝ᵥ v)
      = ((‖star u ⬝ᵥ v‖ ^ 2 : ℝ) : ℂ) := by
    intro u v
    have h : star v ⬝ᵥ u = star (star u ⬝ᵥ v) := by
      simp only [dotProduct, star_sum, star_mul', Pi.star_apply, star_star]
      exact sum_congr rfl fun _ _ => mul_comm _ _
    rw [h, mul_comm, ← Complex.normSq_eq_norm_sq]
    exact Complex.mul_conj _
  have diag : ∀ (m : ℕ) (s : ℂ), ∑ i : Fin m, ∑ j : Fin m,
      (s * if j = i then 1 else 0) * (s * if i = j then 1 else 0) = m * s ^ 2 := by
    intro m s
    have h : ∀ i j : Fin m, (s * if j = i then 1 else 0) * (s * if i = j then 1 else 0)
        = if i = j then s ^ 2 else 0 := by
      intro i j
      by_cases h : i = j
      · simp [h, sq]
      · simp [h]
    simp only [h]
    simp
  -- exchange between opposite spins gives the squared overlaps
  have hab : ∑ i, ∑ j, S 1 0 * (star (b j) ⬝ᵥ a i) * (S 0 1 * (star (a i) ⬝ᵥ b j))
      = S 0 1 * S 1 0 * ∑ i, ∑ j, ((‖star (a i) ⬝ᵥ b j‖ ^ 2 : ℝ) : ℂ) := by
    simp only [mul_sum, ← hov]
    exact sum_congr rfl fun i _ => sum_congr rfl fun j _ => by ring
  have hba : ∑ j, ∑ i, S 0 1 * (star (a i) ⬝ᵥ b j) * (S 1 0 * (star (b j) ⬝ᵥ a i))
      = S 0 1 * S 1 0 * ∑ i, ∑ j, ((‖star (a i) ⬝ᵥ b j‖ ^ 2 : ℝ) : ℂ) := by
    rw [sum_comm, ← hab]
    exact sum_congr rfl fun i _ => sum_congr rfl fun j _ => by ring
  rw [oneBody_mul_expectation _ _ _ (orbitals_orthonormal a b ha hb), ← mul_kronecker_mul,
    one_mul]
  simp only [Fintype.sum_sum_type, orbitals, Sum.elim_inl, Sum.elim_inr, matEl_spin,
    sum_add_distrib, ha, hb]
  rw [diag p, diag q, hab, hba]
  simp only [if_true, mul_one, sum_const, card_univ, Fintype.card_fin, nsmul_eq_mul,
    Matrix.mul_apply, Fin.sum_univ_two]
  ring
```

For $x$ and $y$, $t=1/4$ and the diagonal is zero, so each gives $(p+q)/4-\Sigma/2$. For $z$, $t=0$ and the result is $((p-q)/2)^2$. Their sum is the formula. The theorem states it together with the norm, and allows $p$ or $q$ to be zero.

```lean
/-- For orthonormal `a_1..a_p` and orthonormal `b_1..b_q`, the Slater determinant of the `a_i`
alpha and `b_j` beta is normalised and has
`⟨S²⟩ = ((p-q)/2)² + (p+q)/2 - ∑ |⟨a_i,b_j⟩|²`. -/
theorem unrestricted_spinSq {p q : ℕ} (a : Fin p → X → ℂ) (b : Fin q → X → ℂ)
    (ha : ∀ i j, star (a i) ⬝ᵥ a j = if i = j then 1 else 0)
    (hb : ∀ i j, star (b i) ⬝ᵥ b j = if i = j then 1 else 0) :
    star (slater (orbitals a b)) ⬝ᵥ slater (orbitals a b) = 1 ∧
    star (slater (orbitals a b)) ⬝ᵥ spinSq (slater (orbitals a b)) =
      (((((p : ℝ) - q) / 2) ^ 2 + ((p : ℝ) + q) / 2
        - ∑ i, ∑ j, ‖star (a i) ⬝ᵥ b j‖ ^ 2 : ℝ) : ℂ) := by
  constructor
  · have e : (of fun k l => star (orbitals a b k) ⬝ᵥ orbitals a b l) = 1 := by
      ext k l
      simp only [of_apply, orbitals_orthonormal a b ha hb, one_apply]
    rw [slater_inner, e, det_one]
  · have hx : spinMat 0 0 1 * spinMat 0 1 0 = 1 / 4 := by
      change (1 / 2 : ℂ) * (1 / 2) = 1 / 4
      norm_num
    have hy : spinMat 1 0 1 * spinMat 1 1 0 = 1 / 4 := by
      change (-Complex.I / 2) * (Complex.I / 2) = 1 / 4
      linear_combination (-1 / 4) * Complex.I_sq
    have hz : spinMat 2 0 1 * spinMat 2 1 0 = 0 := by
      change (0 : ℂ) * 0 = 0
      norm_num
    -- add the three spin components
    rw [spinSq, Fin.sum_univ_three, dotProduct_add, dotProduct_add]
    simp only [spin_component_sq a b ha hb, hx, hy, hz]
    rw [show spinMat 0 0 0 = 0 from rfl, show spinMat 0 1 1 = 0 from rfl,
      show spinMat 1 0 0 = 0 from rfl, show spinMat 1 1 1 = 0 from rfl,
      show spinMat 2 0 0 = 1 / 2 from rfl, show spinMat 2 1 1 = -1 / 2 from rfl]
    push_cast
    ring

end UnrestrictedDeterminantSpin
```

```lean
#print axioms UnrestrictedDeterminantSpin.slater_inner
-- 'UnrestrictedDeterminantSpin.slater_inner' depends on axioms: [propext, Classical.choice, Quot.sound]
#print axioms UnrestrictedDeterminantSpin.unrestricted_spinSq
-- 'UnrestrictedDeterminantSpin.unrestricted_spinSq' depends on axioms: [propext, Classical.choice, Quot.sound]
```

Q: Give me numbers.

A: Take $a_1=(1,0,0)$, $a_2=(0,1,0)$, $b_1=(3/5,0,4/5)$. Then $\Sigma=9/25=0.36$. The $x$ and $y$ components give $0.75-0.18=0.57$ each, and $z$ gives $0.25$. The total is $1.39$, against $0.75$ for a pure doublet.

Q: Does that apply to my unrestricted Hartree–Fock output?

A: It gives $\langle S^2\rangle$ of a single determinant built from orthonormal α orbitals and orthonormal β orbitals in a finite basis, whether or not the orbitals are optimised, since no Hamiltonian enters. Subtracting $S(S+1)$ for the intended total spin $S$ gives the spin contamination. The step left to you is to identify `X` with an orthonormal spatial basis. Coefficients in overlapping atomic orbitals can be transformed to such a basis. Equivalently, keep them and compute each $\langle a_i,b_j\rangle$ with the atomic-orbital overlap matrix between the two coefficient vectors.
